# The five-point derivative stencil has error exactly −h⁴p⁽⁵⁾(x)/30 on polynomials of degree at most 5

Let E be a real function of one real variable, such as an energy along a displacement. For a point x and a nonzero step h, the central difference and its Richardson combination are

D(h) = (E(x + h) − E(x − h)) / (2h)

R(h) = (4D(h) − D(2h)) / 3

For a polynomial p, p⁽ᵏ⁾ denotes the k-th derivative, and p′ = p⁽¹⁾. If E = p has degree at most 5, then

R(h) = p′(x) − h⁴ p⁽⁵⁾(x)/30.

Within this class, R(h) equals p′(x) exactly when the degree is at most 4. For any E, polynomial or not, R(h) is the five-point stencil

R(h) = (E(x − 2h) − 8E(x − h) + 8E(x + h) − E(x + 2h)) / (12h).

If computed energies F satisfy |F(y) − E(y)| ≤ ε for all y, and h > 0, the values of R(h) obtained from F and from E differ by at most 3ε/(2h).

## Checking forces and Hellmann–Feynman derivatives

An electronic-structure code can use this stencil to test an analytic derivative along one parameter. The error formula is proved here for energy curves that are polynomials of degree at most 5. The parameter may be a nuclear coordinate, where the force is −dE/dx, or a coupling λ in the Hamiltonian, where the derivative of a non-degenerate eigenvalue is compared with the expectation value of ∂H/∂λ in its normalised eigenstate.

The calculation takes four single-point energies, at x ± h and x ± 2h, with the other parameters and the numerical settings held fixed. The central point has weight zero. Halving h divides the h⁴ error by 16 but doubles the noise bound, so a smaller step calls for more tightly converged energies.

The stencil routine itself can be tested on y⁵ at x = 0. The true derivative is 0, and the routine should return −4h⁴ up to rounding. A wrong sign or weight generally shows up here or on a polynomial of lower degree.

## Cancelling the second-order error

Write p(y) = Σⱼ c(j) yʲ with j from 0 to 5. Expanding (x + t)ʲ by the binomial theorem and collecting powers of t gives

p(x + t) = Σₖ (tᵏ/k!) p⁽ᵏ⁾(x), k = 0, …, 5,

where, with j = i + k,

p⁽ᵏ⁾(x) = Σᵢ ((i + k)!/i!) c(i + k) xⁱ, i = 0, …, 5 − k.

The expansion stops at k = 5, so there is no remainder. Subtracting the case t = −h from the case t = h removes the even orders:

p(x + h) − p(x − h) = 2h p′(x) + (h³/3) p⁽³⁾(x) + (h⁵/60) p⁽⁵⁾(x).

Division by 2h gives

D(h) = p′(x) + (h²/6) p⁽³⁾(x) + (h⁴/120) p⁽⁵⁾(x).

Replacing h by 2h multiplies the two error terms by 4 and 16:

D(2h) = p′(x) + (4h²/6) p⁽³⁾(x) + (16h⁴/120) p⁽⁵⁾(x).

In 4D(h) − D(2h) the h² terms cancel:

4D(h) − D(2h) = 3p′(x) − (12h⁴/120) p⁽⁵⁾(x).

Dividing by 3 gives the stated error, −h⁴p⁽⁵⁾(x)/30.

Since p⁽⁵⁾(x) = 120c(5), the error is −4h⁴c(5). With h ≠ 0 it vanishes exactly when c(5) = 0, which means degree at most 4.

For the stencil form, put both differences over 12h:

4D(h) = 24(E(x + h) − E(x − h)) / (12h)

D(2h) = 3(E(x + 2h) − E(x − 2h)) / (12h)

Subtracting and dividing by 3 leaves the weights 1, −8, 8, −1. The stencil is linear in the energies, so an energy error of at most ε at each point changes the result by at most

(1 + 8 + 8 + 1)ε / (12h) = 3ε/(2h).

## The Lean file

```lean
import Mathlib

open Polynomial

namespace RichardsonFiniteDifference

noncomputable section

/-- The central difference quotient of an energy curve `E` at `x` with step `h`. -/
def centralDiff (E : ℝ → ℝ) (x h : ℝ) : ℝ :=
  (E (x + h) - E (x - h)) / (2 * h)

/-- The Richardson combination of the central differences with steps `h` and `2h`. -/
def richardson (E : ℝ → ℝ) (x h : ℝ) : ℝ :=
  (4 * centralDiff E x h - centralDiff E x (2 * h)) / 3

/-- The Richardson combination is the five-point stencil with weights `1, -8, 8, -1`
over `12h`. -/
theorem richardson_eq_stencil (E : ℝ → ℝ) (x h : ℝ) :
    richardson E x h =
      (E (x - 2 * h) - 8 * E (x - h) + 8 * E (x + h) - E (x + 2 * h)) / (12 * h) := by
  simp only [richardson, centralDiff]
  ring

/-- For `k ≤ 5`, the `k`-th derivative of a polynomial of degree at most five, written through the
coefficients of the polynomial. -/
theorem eval_iterate_derivative (p : ℝ[X]) (hp : p.natDegree ≤ 5) (k : ℕ) (hk : k ≤ 5)
    (x : ℝ) :
    (derivative^[k] p).eval x = ∑ i ∈ Finset.range (6 - k),
      ((i + k).descFactorial k : ℝ) * p.coeff (i + k) * x ^ i := by
  have hd : (derivative^[k] p).natDegree < 6 - k := by
    have := natDegree_iterate_derivative p k
    omega
  rw [eval_eq_sum_range' hd x]
  refine Finset.sum_congr rfl fun i _ => ?_
  rw [coeff_iterate_derivative, nsmul_eq_mul]

/-- The Taylor expansion of a polynomial of degree at most five about `x` ends with the
fifth-order term. -/
theorem taylor_quintic (p : ℝ[X]) (hp : p.natDegree ≤ 5) (x t : ℝ) :
    p.eval (x + t) = p.eval x + t * (derivative p).eval x
      + t ^ 2 / 2 * (derivative^[2] p).eval x + t ^ 3 / 6 * (derivative^[3] p).eval x
      + t ^ 4 / 24 * (derivative^[4] p).eval x
      + t ^ 5 / 120 * (derivative^[5] p).eval x := by
  have h6 : p.natDegree < 6 := by omega
  have h1 := eval_iterate_derivative p hp 1 (by norm_num) x
  rw [Function.iterate_one] at h1
  -- express both sides through the six coefficients and compare
  rw [h1, eval_iterate_derivative p hp 2 (by norm_num) x,
    eval_iterate_derivative p hp 3 (by norm_num) x,
    eval_iterate_derivative p hp 4 (by norm_num) x,
    eval_iterate_derivative p hp 5 (by norm_num) x,
    eval_eq_sum_range' h6 (x + t), eval_eq_sum_range' h6 x]
  norm_num [Finset.sum_range_succ, Nat.descFactorial]
  ring

/-- For a polynomial of degree at most five and a nonzero step, the central difference is the
derivative plus an error of second order and an error of fourth order in the step. -/
theorem centralDiff_quintic (p : ℝ[X]) (hp : p.natDegree ≤ 5) (x : ℝ) {h : ℝ} (hh : h ≠ 0) :
    centralDiff (fun y => p.eval y) x h = (derivative p).eval x
      + h ^ 2 / 6 * (derivative^[3] p).eval x
      + h ^ 4 / 120 * (derivative^[5] p).eval x := by
  simp only [centralDiff]
  -- the even orders cancel between the forward and the backward displacement
  rw [sub_eq_add_neg x h, taylor_quintic p hp x h, taylor_quintic p hp x (-h)]
  field_simp
  ring

/-- For a polynomial of degree at most five and a nonzero step `h`, the Richardson combination
equals the derivative minus `h ^ 4 / 30` times the fifth derivative. -/
theorem richardson_quintic (p : ℝ[X]) (hp : p.natDegree ≤ 5) (x : ℝ) {h : ℝ} (hh : h ≠ 0) :
    richardson (fun y => p.eval y) x h =
      (derivative p).eval x - h ^ 4 * (derivative^[5] p).eval x / 30 := by
  unfold richardson
  -- the weights 4 and -1 remove the second-order error
  rw [centralDiff_quintic p hp x hh,
    centralDiff_quintic p hp x (mul_ne_zero two_ne_zero hh)]
  ring

/-- The fifth derivative of a polynomial of degree at most five is `120` times its
fifth coefficient, at every point. -/
theorem fifth_derivative (p : ℝ[X]) (hp : p.natDegree ≤ 5) (x : ℝ) :
    (derivative^[5] p).eval x = 120 * p.coeff 5 := by
  rw [eval_iterate_derivative p hp 5 le_rfl x]
  norm_num [Finset.sum_range_succ, Nat.descFactorial]

/-- Among polynomials of degree at most five, the Richardson combination with a nonzero step
gives the exact derivative at `x` if and only if the degree is at most four. -/
theorem richardson_exact_iff (p : ℝ[X]) (hp : p.natDegree ≤ 5) (x : ℝ) {h : ℝ} (hh : h ≠ 0) :
    richardson (fun y => p.eval y) x h = (derivative p).eval x ↔ p.natDegree ≤ 4 := by
  rw [richardson_quintic p hp x hh, fifth_derivative p hp x]
  constructor
  · intro H
    have h0 : h ^ 4 * p.coeff 5 = 0 := by linear_combination (-1 / 4) * H
    have h5 : p.coeff 5 = 0 := (mul_eq_zero.mp h0).resolve_left (pow_ne_zero 4 hh)
    rw [natDegree_le_iff_coeff_eq_zero]
    intro N hN
    rcases Nat.lt_or_ge 5 N with h6 | h6
    · exact coeff_eq_zero_of_natDegree_lt (by omega)
    · have hN5 : N = 5 := by omega
      rw [hN5, h5]
  · intro H
    have h5 : p.coeff 5 = 0 := coeff_eq_zero_of_natDegree_lt (by omega)
    rw [h5]
    ring

/-- If computed energies `F` differ from the energies `E` by at most `ε`, their Richardson
derivatives with step `h > 0` differ by at most `3 ε / (2 h)`. -/
theorem richardson_noise (E F : ℝ → ℝ) (ε x : ℝ) {h : ℝ} (hh : 0 < h)
    (hε : ∀ y, |F y - E y| ≤ ε) :
    |richardson F x h - richardson E x h| ≤ 3 * ε / (2 * h) := by
  have h12 : 0 < 12 * h := by positivity
  have h2 : 0 < 2 * h := by positivity
  obtain ⟨a1, a2⟩ := abs_le.mp (hε (x - 2 * h))
  obtain ⟨b1, b2⟩ := abs_le.mp (hε (x - h))
  obtain ⟨c1, c2⟩ := abs_le.mp (hε (x + h))
  obtain ⟨d1, d2⟩ := abs_le.mp (hε (x + 2 * h))
  rw [richardson_eq_stencil F x h, richardson_eq_stencil E x h, ← sub_div, abs_div,
    abs_of_pos h12, div_le_div_iff₀ h12 h2]
  -- the absolute weights add up to 1 + 8 + 8 + 1 = 18
  have key : |F (x - 2 * h) - 8 * F (x - h) + 8 * F (x + h) - F (x + 2 * h)
      - (E (x - 2 * h) - 8 * E (x - h) + 8 * E (x + h) - E (x + 2 * h))| ≤ 18 * ε :=
    abs_le.mpr ⟨by linarith, by linarith⟩
  have := mul_le_mul_of_nonneg_right key h2.le
  linarith

end

end RichardsonFiniteDifference
```

```lean
#print axioms RichardsonFiniteDifference.richardson_exact_iff
-- 'RichardsonFiniteDifference.richardson_exact_iff' depends on axioms: [propext, Classical.choice, Quot.sound]
#print axioms RichardsonFiniteDifference.richardson_noise
-- 'RichardsonFiniteDifference.richardson_noise' depends on axioms: [propext, Classical.choice, Quot.sound]
```

## Polynomial hypotheses, proof steps and floating-point limits

`centralDiff` and `richardson` accept any function `E : ℝ → ℝ`, with no smoothness assumed. In the exact error formula the curve is `fun y => p.eval y` for a real polynomial `p : ℝ[X]`. The condition `p.natDegree ≤ 5` includes constants and the zero polynomial. The expression `derivative^[5] p` means five applications of the polynomial derivative. `richardson_eq_stencil` needs no condition on h, because Lean sets division by zero to zero; the derivative statements do require a nonzero step.

The proof follows the derivation above:

- `eval_iterate_derivative` supplies the coefficient formula for p⁽ᵏ⁾(x), with `descFactorial` as the factor (i + k)!/i!.
- `taylor_quintic` writes both sides through the six coefficients, and `ring` compares them.
- `centralDiff_quintic` inserts t = h and t = −h; `field_simp` clears the denominator using h ≠ 0.
- `richardson_quintic` applies that result at h and at 2h, and `ring` performs the cancellation.
- `richardson_exact_iff` uses `fifth_derivative` to reduce exactness to h⁴c(5) = 0, then translates c(5) = 0 into the degree condition.
- `richardson_noise` splits each absolute-value bound at the four stencil points into two inequalities. `linarith` combines them into the bound 18ε on the numerator.

The polynomial hypothesis stands for an energy curve whose Taylor series ends at fifth order. A general smooth energy curve has further terms, starting at order h⁶, which the exact formula omits. The constant ε stands for a uniform bound on energy errors, for example from incomplete self-consistency; the theorem assumes this bound and does not derive it from a convergence threshold.

All arithmetic is over the real numbers. Rounding in the displaced coordinates, in the weighted sum and in the final division therefore needs a separate estimate, as does any jump in the energy when a calculation converges to a different electronic state at one of the four points.
